# For finite matrices, the Krein matrix gives the multiplicity of each eigenvalue of $H_0+BDB^*$ outside the spectrum of $H_0$

## An impurity scan finds two levels out of three

To find the levels of a tight-binding system with a few impurities, I scan the energy $z$ for zeros of a small determinant built from the clean system's resolvent, instead of diagonalising the full matrix. My check was a three-site ring with hopping $-1$, zero on-site energies and an impurity of strength $-2$ on site 1. The scan function is $1-2G_{11}(z)$, with $G=(H_0-z)^{-1}$. It vanishes at $z=-3$ and $z=0$, but full diagonalisation also gives $z=1$. Where did that level go? And with several impurities, can I trust the small matrix for degeneracies, even if its strength matrix is singular?

## The missing state has a node at the impurity

The clean ring has levels $-2,1,1$, so $z=1$ is an energy at which $G$ does not exist. One state there, $(0,1,-1)/\sqrt2$, vanishes on site 1 and never feels the impurity. Away from the clean levels the small matrix gives the correct degeneracy, whether or not the strength matrix is invertible.

**From the large matrix to the small one.** Let $H=H_0+BDB^*$, where the $N$ columns of $B$ are the coupling channels and $D$ is the $N\times N$ strength matrix. Assume that $H_0-z$ is invertible, and set $K=1+DB^*GB$. If $Hv=zv$, then
$$(H_0-z)v=-BDB^*v .$$
With the channel amplitudes $q=DB^*v$, applying $G$ gives $v=-GBq$. Applying $DB^*$ to this gives $q=-DB^*GBq$, that is, $Kq=0$.

Conversely, let $Kq=0$ and define $v=-GBq$. Then $DB^*v=-DB^*GBq=q$, so
$$(H-z)v=-Bq+B(DB^*v)=-Bq+Bq=0 .$$
The linear maps $v\mapsto DB^*v$ and $q\mapsto-GBq$ undo each other, so the two kernels have equal dimension. This dimension is at most $N$.

**The resolvent.** If $K$ is invertible with inverse $X$, then $X+DB^*GBX=1$, and
$$(H-z)(G-GBXDB^*G)=1+BDB^*G-B(X+DB^*GBX)DB^*G=1 .$$
For square matrices a right inverse is the inverse, so $H-z$ is invertible too. The resulting formula for $(H-z)^{-1}$ is a form of the Woodbury identity; the Lean code names it after Krein, whose formula is the analogue for self-adjoint extensions of an operator.

**At the clean levels.** If $H_0v=Ev$ and $B^*v=0$, then $Hv=Ev$, with no condition on $E$. On the $E$-eigenspace of $H_0$, the map $B^*$ has rank at most $N$. By rank-nullity, its kernel has at least the old degeneracy minus $N$ dimensions, and all of that kernel survives in $H$.

**The ring in numbers.** Here $N=1$, $D=-2$ and $B=(1,0,0)^T$. The clean levels give
$$G_{11}(z)=\frac13\left(\frac1{-2-z}+\frac2{1-z}\right),$$
which equals $\tfrac12$ at both $z=-3$ and $z=0$, so $K=0$ there. The normalised states are $(2,1,1)/\sqrt6$ and $(1,-1,-1)/\sqrt3$. The double level at $1$ has dropped to a single one, the largest drop that one channel allows.

Watch the sign of the resolvent. If your code stores $(z-H_0)^{-1}$, the small matrix must be $1-DB^*(z-H_0)^{-1}B$; keeping the plus sign gives the levels for strength $-D$, here a repulsive impurity.

**The statement in Lean.** The types `n` and `m` are finite sets of labels for basis states and channels, not numbers; $N$ is `Fintype.card m`. `Bᴴ` is the conjugate transpose $B^*$, and `*ᵥ` applies a matrix to a vector. `pointHamiltonian`, `freeResolvent` and `kreinMatrix` are $H$, $G$ and $K$. `eigenspace H z` is the space of all solutions of $Hv=zv$, including zero, so its dimension is $0$ when $z$ is not an eigenvalue.

The hypothesis `hz` says that $H_0-z$ is invertible: $z$ is not a level of the uncoupled system. It matters in `krein_reduction`, because Lean assigns a singular matrix the inverse $0$; at $z=1$ on the ring this would give $K=1$ and miss the surviving state.

Neither $H_0$ nor $D$ has to be Hermitian, so absorbing impurities are allowed; the multiplicity then counts independent eigenvectors, not the order of a root of the characteristic polynomial. The columns of $B$ need not be orthogonal or independent.

For non-interacting electrons in a finite orthonormal basis, this is the reduction behind impurity-level calculations with a clean-system Green function. In a non-orthogonal basis whose overlap matrix $S$ is not changed by the impurities, the same derivation holds with $zS$ in place of $z$; the Lean theorems treat $S=1$. A true delta potential in the continuum is outside these finite-matrix theorems. If it is approached as a limit of such matrices, then in two or three dimensions the strength must be renormalised along the way to obtain a well-defined, non-trivial interaction.

```lean
import Mathlib

open Matrix

namespace KreinReduction

noncomputable section

variable {n m : Type*} [Fintype n] [DecidableEq n] [Fintype m] [DecidableEq m]

/-- The Hamiltonian `H0 + B D B*`: the columns of `B` are the coupling channels and `D` is the
matrix of coupling strengths. -/
def pointHamiltonian (H0 : Matrix n n ℂ) (B : Matrix n m ℂ) (D : Matrix m m ℂ) :
    Matrix n n ℂ :=
  H0 + B * D * Bᴴ

/-- The free resolvent `G = (H0 - z)⁻¹`, for `z` such that `H0 - z` is invertible. -/
def freeResolvent (H0 : Matrix n n ℂ) (z : ℂ) : Matrix n n ℂ :=
  (H0 - z • (1 : Matrix n n ℂ))⁻¹

/-- The Krein matrix `1 + D B* G B` on the channel space, for `z` such that `H0 - z` is
invertible. -/
def kreinMatrix (H0 : Matrix n n ℂ) (B : Matrix n m ℂ) (D : Matrix m m ℂ) (z : ℂ) :
    Matrix m m ℂ :=
  1 + D * Bᴴ * freeResolvent H0 z * B

/-- The space of vectors `v` with `(H - z) v = 0`. -/
def eigenspace (H : Matrix n n ℂ) (z : ℂ) : Submodule ℂ (n → ℂ) :=
  LinearMap.ker (H - z • (1 : Matrix n n ℂ)).mulVecLin

/-- A vector lies in the eigenspace exactly when it solves the stationary Schrödinger equation
`H v = z v`. -/
theorem mem_eigenspace (H : Matrix n n ℂ) (z : ℂ) (v : n → ℂ) :
    v ∈ eigenspace H z ↔ H *ᵥ v = z • v := by
  rw [eigenspace, LinearMap.mem_ker, Matrix.mulVecLin_apply, Matrix.sub_mulVec,
    Matrix.smul_mulVec, Matrix.one_mulVec, sub_eq_zero]

variable {H0 : Matrix n n ℂ} {B : Matrix n m ℂ} {D : Matrix m m ℂ} {z : ℂ}

omit [DecidableEq m] in
/-- If `H0 - z` is invertible, a solution of `H v = z v` is rebuilt from its channel amplitudes
`D B* v` by the free resolvent: `v = -G B (D B* v)`. -/
theorem state_eq_of_amplitudes (hz : IsUnit (H0 - z • (1 : Matrix n n ℂ))) {v : n → ℂ}
    (hv : pointHamiltonian H0 B D *ᵥ v = z • v) :
    v = -((freeResolvent H0 z * B) *ᵥ ((D * Bᴴ) *ᵥ v)) := by
  have hG : freeResolvent H0 z * (H0 - z • (1 : Matrix n n ℂ)) = 1 :=
    Matrix.nonsing_inv_mul _ ((Matrix.isUnit_iff_isUnit_det _).1 hz)
  -- move the interaction to the right-hand side
  have h1 : (H0 - z • (1 : Matrix n n ℂ)) *ᵥ v = -((B * D * Bᴴ) *ᵥ v) := by
    rw [pointHamiltonian, Matrix.add_mulVec] at hv
    rw [Matrix.sub_mulVec, Matrix.smul_mulVec, Matrix.one_mulVec, ← hv]
    abel
  calc v = (freeResolvent H0 z * (H0 - z • (1 : Matrix n n ℂ))) *ᵥ v := by
        rw [hG, Matrix.one_mulVec]
    _ = freeResolvent H0 z *ᵥ ((H0 - z • (1 : Matrix n n ℂ)) *ᵥ v) :=
        (Matrix.mulVec_mulVec _ _ _).symm
    _ = -((freeResolvent H0 z * B) *ᵥ ((D * Bᴴ) *ᵥ v)) := by
        rw [h1]
        simp only [Matrix.mulVec_neg, Matrix.mulVec_mulVec, Matrix.mul_assoc]

/-- If `H0 - z` is invertible and `H v = z v`, the channel amplitudes `D B* v` are annihilated
by the Krein matrix. -/
theorem krein_mulVec_amplitudes (hz : IsUnit (H0 - z • (1 : Matrix n n ℂ))) {v : n → ℂ}
    (hv : pointHamiltonian H0 B D *ᵥ v = z • v) :
    kreinMatrix H0 B D z *ᵥ ((D * Bᴴ) *ᵥ v) = 0 := by
  have h := congrArg (fun w => (D * Bᴴ) *ᵥ w) (state_eq_of_amplitudes hz hv)
  simp only [Matrix.mulVec_neg, Matrix.mulVec_mulVec, Matrix.mul_assoc] at h
  simp only [kreinMatrix, Matrix.add_mulVec, Matrix.mulVec_mulVec,
    Matrix.add_mul, Matrix.one_mul, Matrix.mul_assoc]
  exact eq_neg_iff_add_eq_zero.mp h

/-- If the Krein matrix annihilates `q`, the vector `-G B q` has channel amplitudes `q`. -/
theorem amplitudes_of_krein {q : m → ℂ} (hq : kreinMatrix H0 B D z *ᵥ q = 0) :
    (D * Bᴴ) *ᵥ (-((freeResolvent H0 z * B) *ᵥ q)) = q := by
  rw [kreinMatrix, Matrix.add_mulVec, Matrix.one_mulVec] at hq
  rw [Matrix.mulVec_neg, Matrix.mulVec_mulVec, ← Matrix.mul_assoc]
  exact (eq_neg_of_add_eq_zero_left hq).symm

/-- If `H0 - z` is invertible and the Krein matrix annihilates `q`, then `v = -G B q` solves
`H v = z v`. -/
theorem state_of_krein (hz : IsUnit (H0 - z • (1 : Matrix n n ℂ))) {q : m → ℂ}
    (hq : kreinMatrix H0 B D z *ᵥ q = 0) :
    pointHamiltonian H0 B D *ᵥ (-((freeResolvent H0 z * B) *ᵥ q)) =
      z • (-((freeResolvent H0 z * B) *ᵥ q)) := by
  have hG : (H0 - z • (1 : Matrix n n ℂ)) * freeResolvent H0 z = 1 :=
    Matrix.mul_nonsing_inv _ ((Matrix.isUnit_iff_isUnit_det _).1 hz)
  have h2 := amplitudes_of_krein hq
  have h1 : (H0 - z • (1 : Matrix n n ℂ)) *ᵥ (-((freeResolvent H0 z * B) *ᵥ q))
      = -(B *ᵥ q) := by
    rw [Matrix.mulVec_neg, Matrix.mulVec_mulVec, ← Matrix.mul_assoc, hG, Matrix.one_mul]
  generalize -((freeResolvent H0 z * B) *ᵥ q) = w at h1 h2 ⊢
  rw [Matrix.sub_mulVec, Matrix.smul_mulVec, Matrix.one_mulVec] at h1
  -- the interaction term reproduces the source `B q`
  rw [pointHamiltonian, Matrix.add_mulVec, Matrix.mul_assoc, ← Matrix.mulVec_mulVec, h2]
  linear_combination (norm := module) h1

/-- For `H0 - z` invertible, `v ↦ D B* v` is a linear isomorphism from the eigenspace of
`H0 + B D B*` at `z` onto the kernel of the Krein matrix, with inverse `q ↦ -G B q`. -/
def kreinEquiv (hz : IsUnit (H0 - z • (1 : Matrix n n ℂ))) :
    eigenspace (pointHamiltonian H0 B D) z ≃ₗ[ℂ]
      LinearMap.ker (kreinMatrix H0 B D z).mulVecLin where
  toFun v := ⟨(D * Bᴴ) *ᵥ v.1, krein_mulVec_amplitudes hz ((mem_eigenspace _ _ _).1 v.2)⟩
  map_add' := fun _ _ => Subtype.ext (Matrix.mulVec_add _ _ _)
  map_smul' := fun _ _ => Subtype.ext (Matrix.mulVec_smul _ _ _)
  invFun q := ⟨-((freeResolvent H0 z * B) *ᵥ q.1),
    (mem_eigenspace _ _ _).2 (state_of_krein hz q.2)⟩
  left_inv v := Subtype.ext (state_eq_of_amplitudes hz ((mem_eigenspace _ _ _).1 v.2)).symm
  right_inv q := Subtype.ext (amplitudes_of_krein q.2)

/-- Krein reduction: if `H0 - z` is invertible, the kernels of `H0 + B D B* - z` and of
`1 + D B* G B` have the same dimension. -/
theorem krein_reduction (hz : IsUnit (H0 - z • (1 : Matrix n n ℂ))) :
    Module.finrank ℂ (eigenspace (pointHamiltonian H0 B D) z) =
      Module.finrank ℂ (LinearMap.ker (kreinMatrix H0 B D z).mulVecLin) :=
  (kreinEquiv hz).finrank_eq

/-- If `H0 - z` is invertible, `N` channels produce at most `N` linearly independent
eigenvectors of `H0 + B D B*` at `z`. -/
theorem multiplicity_le_channels (hz : IsUnit (H0 - z • (1 : Matrix n n ℂ))) :
    Module.finrank ℂ (eigenspace (pointHamiltonian H0 B D) z) ≤ Fintype.card m := by
  rw [krein_reduction hz, ← Module.finrank_fintype_fun_eq_card ℂ (η := m)]
  exact Submodule.finrank_le _

/-- Krein's resolvent formula: if `H0 - z` and the Krein matrix `K` are invertible, then so is
`H - z`, and its inverse is `G - G B K⁻¹ D B* G`. -/
theorem krein_resolvent (hz : IsUnit (H0 - z • (1 : Matrix n n ℂ)))
    (hK : IsUnit (kreinMatrix H0 B D z)) :
    IsUnit (pointHamiltonian H0 B D - z • (1 : Matrix n n ℂ)) ∧
      (pointHamiltonian H0 B D - z • (1 : Matrix n n ℂ))⁻¹ =
        freeResolvent H0 z - freeResolvent H0 z * B * (kreinMatrix H0 B D z)⁻¹ * D * Bᴴ *
          freeResolvent H0 z := by
  have hG : (H0 - z • (1 : Matrix n n ℂ)) * freeResolvent H0 z = 1 :=
    Matrix.mul_nonsing_inv _ ((Matrix.isUnit_iff_isUnit_det _).1 hz)
  have hX := Matrix.mul_nonsing_inv _ ((Matrix.isUnit_iff_isUnit_det _).1 hK)
  generalize (kreinMatrix H0 B D z)⁻¹ = X at hX ⊢
  rw [kreinMatrix, Matrix.add_mul, Matrix.one_mul] at hX
  rw [pointHamiltonian, add_sub_right_comm]
  generalize H0 - z • (1 : Matrix n n ℂ) = A at hG ⊢
  generalize freeResolvent H0 z = G at hG hX ⊢
  -- the proposed expression is a right inverse
  have h : (A + B * D * Bᴴ) * (G - G * B * X * D * Bᴴ * G) = 1 := by
    calc (A + B * D * Bᴴ) * (G - G * B * X * D * Bᴴ * G)
        = A * G + B * D * Bᴴ * G - A * G * B * X * D * Bᴴ * G
            - B * (D * Bᴴ * G * B * X) * D * Bᴴ * G := by
          simp only [Matrix.add_mul, Matrix.mul_sub, Matrix.mul_assoc]
          abel
      _ = 1 + B * D * Bᴴ * G - B * (X + D * Bᴴ * G * B * X) * D * Bᴴ * G := by
          rw [hG]
          simp only [Matrix.mul_add, Matrix.add_mul, Matrix.one_mul, Matrix.mul_assoc]
          abel
      _ = 1 := by rw [hX, Matrix.mul_one, add_sub_cancel_right]
  exact ⟨(Matrix.isUnit_iff_isUnit_det _).2 (Matrix.isUnit_det_of_right_inverse h),
    Matrix.inv_eq_right_inv h⟩

omit [DecidableEq n] [DecidableEq m] in
/-- An eigenvector of `H0` with `B* v = 0` is an eigenvector of `H0 + B D B*` with the same
eigenvalue. -/
theorem decoupled_state {E : ℂ} {v : n → ℂ} (hv : H0 *ᵥ v = E • v) (hB : Bᴴ *ᵥ v = 0) :
    pointHamiltonian H0 B D *ᵥ v = E • v := by
  rw [pointHamiltonian, Matrix.add_mulVec, ← Matrix.mulVec_mulVec, hB, Matrix.mulVec_zero,
    add_zero, hv]

omit [DecidableEq m] in
/-- Coupling to `N` channels lowers the degeneracy of any level `E` of `H0` by at most `N`. -/
theorem degeneracy_le (H0 : Matrix n n ℂ) (B : Matrix n m ℂ) (D : Matrix m m ℂ) (E : ℂ) :
    Module.finrank ℂ (eigenspace H0 E) ≤
      Module.finrank ℂ (eigenspace (pointHamiltonian H0 B D) E) + Fintype.card m := by
  let f : eigenspace H0 E →ₗ[ℂ] (m → ℂ) := Bᴴ.mulVecLin.comp (eigenspace H0 E).subtype
  -- the decoupled states embed into the new eigenspace
  let g : LinearMap.ker f →ₗ[ℂ] eigenspace (pointHamiltonian H0 B D) E :=
    ((eigenspace H0 E).subtype.comp (LinearMap.ker f).subtype).codRestrict _ (fun v =>
      (mem_eigenspace _ _ _).2 (decoupled_state ((mem_eigenspace _ _ _).1 v.1.2) v.2))
  have hg : Function.Injective g := by
    intro a b h
    have hv : (g a).1 = (g b).1 := by rw [h]
    exact Subtype.ext (Subtype.ext hv)
  have h1 := LinearMap.finrank_le_finrank_of_injective hg
  have h2 := LinearMap.finrank_range_add_finrank_ker f
  have h3 := Submodule.finrank_le (LinearMap.range f)
  rw [Module.finrank_fintype_fun_eq_card] at h3
  omega

end

end KreinReduction
```

```lean
#print axioms KreinReduction.multiplicity_le_channels
-- 'KreinReduction.multiplicity_le_channels' depends on axioms: [propext, Classical.choice, Quot.sound]
#print axioms KreinReduction.krein_resolvent
-- 'KreinReduction.krein_resolvent' depends on axioms: [propext, Classical.choice, Quot.sound]
#print axioms KreinReduction.degeneracy_le
-- 'KreinReduction.degeneracy_le' depends on axioms: [propext, Classical.choice, Quot.sound]
```

**The proof, lemma by lemma.** `state_eq_of_amplitudes` moves the interaction to the right-hand side and multiplies by $G$, giving $v=-GBq$. `krein_mulVec_amplitudes` applies $DB^*$ to that equation. In the other direction, `amplitudes_of_krein` rearranges $Kq=0$, and `state_of_krein` checks the Schrödinger equation; its closing `linear_combination` is the cancellation of $-Bq$ against $Bq$.

`kreinEquiv` combines these four results into a linear isomorphism: two show that the maps land in the right spaces, and two that they are mutually inverse. `krein_reduction` reads off the equality of dimensions, and `multiplicity_le_channels` bounds the kernel of $K$ by the whole channel space.

In `krein_resolvent`, the `calc` block is the product computed above, with `hX` supplying $X+DB^*GBX=1$. `decoupled_state` is the node argument. In `degeneracy_le`, `f` is $B^*$ restricted to the old eigenspace and `g` embeds its kernel in the new one; `omega` then combines rank-nullity with the two dimension bounds.
